# On a periodic ring of \(N\ge 2\) sites, gradient stiffness \(k\ge 0\) moves the spinodal to curvature \(g=-8k\sin^2(\pi/N)\)

Put a binary mixture on two sites joined into a ring, and move an amount \(a\) of one component from one site to the other. The composition changes by \(v=(a,-a)\). Let each site contribute \(\tfrac g2 v_i^2\) to the free energy, with \(g\) the curvature of the local free energy, and let each bond contribute \(k\) times the squared difference across it. The ring has two bonds, each with difference \(2a\) in magnitude, so the total change is

\[ \tfrac g2\cdot 2a^2+k\cdot 2(2a)^2=a^2(g+8k). \]

A negative \(g\) favours unmixing, but conservation of matter forces a composition gradient, and the gradient costs energy. In this quadratic model the mixed state is stable if \(g+8k\ge 0\). The limit of stability, \(g=-8k\), is the spinodal of this ring; without the gradient cost it would lie at \(g=0\). A longer ring can spread the variation over more bonds, which makes it cheaper.

## The threshold for \(N\) sites

For \(N\ge2\), \(k\ge0\) and real \(g\), the energy

\[ E(v)=\frac g2\sum_i v_i^2+k\sum_i (v_{i+1}-v_i)^2 \]

is nonnegative for every real \(v\) with \(\sum_i v_i=0\) if and only if

\[ g+8k\sin^2(\pi/N)\ge 0 . \]

Take \(g=-3\), \(k=1\).

- For \(N=4\) the left side is \(-3+4=1\), so the ring is stable. The wave \((1,0,-1,0)\) has \(E=-3+4=1\).
- For \(N=6\) it is \(-3+2=-1\), so the ring is unstable. The wave \((1,\tfrac12,-\tfrac12,-1,-\tfrac12,\tfrac12)\) has summed squares 3 and summed squared differences 3, so \(E=-4.5+3=-1.5\).

## Cell size in a periodic phase-field run

A one-dimensional periodic Cahn–Hilliard code with forward differences often uses the energy \(\sum_j h\,[f(c_j)+\tfrac{\kappa}{2}((c_{j+1}-c_j)/h)^2]\), with composition \(c_j\), local free-energy density \(f\), grid spacing \(h\) and gradient coefficient \(\kappa\). Expanded to second order about a uniform composition \(\bar c\), it has \(g=hf''(\bar c)\) and \(k=\kappa/(2h)\); the linear term vanishes by conservation. The condition becomes \(f''(\bar c)+(4\kappa/h^2)\sin^2(\pi/N)\ge0\).

In this quadratic, one-dimensional model, a cell that is too short can therefore keep a mixture uniform at a composition where a longer cell would decompose.

## From plane waves to the longest cosine

Let \(q_m=2\pi m/N\) for \(m=0,\dots,N-1\), and \(A_m=\sum_j e^{iq_mj}v_j\). For an integer \(b\), the sum \(\sum_m e^{iq_mb}\) is \(N\) if \(N\) divides \(b\). Otherwise it is a geometric series whose ratio differs from 1 but has \(N\)th power 1, so it vanishes. Hence

\[ \sum_m|A_m|^2=\sum_{j,l}v_jv_l\sum_m e^{iq_m(j-l)}=N\sum_j v_j^2 . \]

The differences \(d_j=v_{j+1}-v_j\) have amplitudes \((e^{-iq_m}-1)A_m\), by relabelling the shifted sum. Their intensities are

\[ \big[(\cos q_m-1)^2+\sin^2q_m\big]|A_m|^2=(2-2\cos q_m)|A_m|^2 . \]

Zero sum means \(A_0=0\). For \(m\ne0\), both \(q_m\) and \(2\pi-q_m\) are at least \(2\pi/N\), and one of them lies in \([0,\pi]\), where the cosine decreases. So \(\cos q_m\le\cos(2\pi/N)\), and

\[ 2-2\cos q_m\ge 2-2\cos(2\pi/N)=4\sin^2(\pi/N). \]

Summing over \(m\), using the intensity identity for both \(d\) and \(v\), and dividing by \(N\) gives

\[ \sum_j d_j^2\ge4\sin^2(\pi/N)\sum_j v_j^2 . \]

Multiplication by \(k\ge0\) yields \(E(v)\ge\tfrac12\big(g+8k\sin^2(\pi/N)\big)\sum_jv_j^2\), so the condition is sufficient.

For necessity take \(w_j=\cos(2\pi j/N)\). Its sum is the real part of the geometric series with \(b=1\), which is zero for \(N\ge2\). Put \(S=\sum_jw_j^2\), which is at least \(w_0^2=1\). Multiply \(w_{j+1}+w_{j-1}=2\cos(2\pi/N)\,w_j\) by \(w_j\) and sum. The two neighbour sums are equal, so \(\sum_jw_{j+1}w_j=\cos(2\pi/N)\,S\), and

\[ \sum_j(w_{j+1}-w_j)^2=2S-2\cos(2\pi/N)\,S=4\sin^2(\pi/N)\,S . \]

Thus \(E(w)=\tfrac12\big(g+8k\sin^2(\pi/N)\big)S\), and \(E(w)\ge0\) forces the condition. Scaled to \(\sum_j v_j^2=1\), this wave has energy \(\tfrac12\big(g+8k\sin^2(\pi/N)\big)\).

Two size statements follow. Since \(\sin(\pi/N)\) decreases for \(N\ge2\), a stable ring stays stable when shortened to any \(M\ge2\) sites at fixed \(g\) and \(k\). Since \(\sin x\le x\) for \(x\ge0\), a ring with \(8\pi^2k<-gN^2\) is unstable.

## The ring in Lean

Sites are elements of `ZMod N`, the integers modulo \(N\), so `i + 1` closes the ring. `energyChange g k v` is \(E(v)\), and `Stable N g k` says that \(E(v)\ge0\) for every real `v` of zero sum; the marginal case counts as stable. The main theorem is `stable_iff`, with hypotheses `2 ≤ N` and `0 ≤ k`. The second says that the gradient term of the energy is never negative.

`waveNumber` is the dimensionless phase per site, from 0 up to but excluding \(2\pi\). `amplitude` is unnormalised and uses the phase \(e^{+iq_mj}\), where many Fourier libraries use the minus sign in the forward transform.

```lean
import Mathlib

open Real

namespace SpinodalRing

noncomputable section

variable {N : ℕ} [NeZero N]

/-- Quadratic free-energy change of a composition fluctuation `v` on a periodic ring, with
local curvature `g` and gradient stiffness `k`. -/
def energyChange (g k : ℝ) (v : ZMod N → ℝ) : ℝ :=
  g / 2 * ∑ i, v i ^ 2 + k * ∑ i, (v (i + 1) - v i) ^ 2

/-- A ring of `N` sites is stable if no fluctuation that conserves the total composition
lowers the quadratic free energy. -/
def Stable (N : ℕ) [NeZero N] (g k : ℝ) : Prop :=
  ∀ v : ZMod N → ℝ, ∑ i, v i = 0 → 0 ≤ energyChange g k v

/-- The phase advance per site, `2πm/N`, of mode `m` on a ring of `N ≥ 1` sites. -/
def waveNumber (m : ZMod N) : ℝ := 2 * π * m.val / N

/-- The unnormalised Fourier sum of the fluctuation `v` at mode `m`, with phase factor
`exp(+2πi m j/N)` at site `j`. -/
def amplitude (v : ZMod N → ℝ) (m : ZMod N) : ℂ :=
  ∑ j, ZMod.stdAddChar (m * j) * (v j : ℂ)

/-- The cosine wave that fits exactly once around the ring. -/
def softMode (j : ZMod N) : ℝ := Real.cos (waveNumber j)

/-- The standard character of the ring is the phase factor of the wave number. -/
theorem character_eq_exp (m : ZMod N) :
    ZMod.stdAddChar m = Complex.exp ((waveNumber m : ℂ) * Complex.I) := by
  have h1 := ZMod.stdAddChar_coe (N := N) (m.val : ℤ)
  have h2 : ((m.val : ℤ) : ZMod N) = m := by
    rw [Int.cast_natCast, ZMod.natCast_zmod_val]
  rw [h2] at h1
  rw [h1, waveNumber]
  congr 1
  push_cast
  ring

/-- Summed over all modes `m`, the phase factors at displacement `b` give `N` if `b = 0` and zero
otherwise. -/
theorem orthogonality (b : ZMod N) :
    ∑ m : ZMod N, ZMod.stdAddChar (m * b) = if b = 0 then (N : ℂ) else 0 := by
  rw [AddChar.sum_mulShift b (ZMod.isPrimitive_stdAddChar N)]
  split_ifs <;> simp [ZMod.card]

/-- Parseval's identity on the ring: the mode intensities add up to `N` times the summed
squared fluctuation. -/
theorem parseval (v : ZMod N → ℝ) :
    ∑ m, Complex.normSq (amplitude v m) = N * ∑ j, v j ^ 2 := by
  have key : ∑ m, (Complex.normSq (amplitude v m) : ℂ) = (N : ℂ) * ∑ j, (v j : ℂ) ^ 2 := by
    calc ∑ m, (Complex.normSq (amplitude v m) : ℂ)
        = ∑ m : ZMod N, ∑ j, ∑ l,
            ZMod.stdAddChar (m * (j - l)) * ((v j : ℂ) * (v l : ℂ)) := by
          refine Finset.sum_congr rfl fun m _ => ?_
          rw [← Complex.mul_conj, amplitude, map_sum, Finset.sum_mul_sum]
          refine Finset.sum_congr rfl fun j _ => Finset.sum_congr rfl fun l _ => ?_
          rw [map_mul (starRingEnd ℂ), Complex.conj_ofReal, ← AddChar.map_neg_eq_conj,
            show m * (j - l) = m * j + -(m * l) by ring, AddChar.map_add_eq_mul]
          ring
      _ = ∑ j, ∑ l, (∑ m : ZMod N, ZMod.stdAddChar (m * (j - l))) *
            ((v j : ℂ) * (v l : ℂ)) := by
          rw [Finset.sum_comm]
          refine Finset.sum_congr rfl fun j _ => ?_
          rw [Finset.sum_comm]
          exact Finset.sum_congr rfl fun l _ => (Finset.sum_mul _ _ _).symm
      _ = (N : ℂ) * ∑ j, (v j : ℂ) ^ 2 := by
          rw [Finset.mul_sum]
          refine Finset.sum_congr rfl fun j _ => ?_
          rw [Finset.sum_eq_single j]
          · rw [orthogonality, if_pos (sub_self j)]
            ring
          · intro l _ hl
            rw [orthogonality, if_neg (sub_ne_zero.mpr hl.symm), zero_mul]
          · simp
  exact_mod_cast key

/-- Taking nearest-neighbour differences multiplies the intensity of each mode by
`2 - 2 cos q`, with `q` its wave number. -/
theorem difference_intensity (v : ZMod N → ℝ) (m : ZMod N) :
    Complex.normSq (amplitude (fun j => v (j + 1) - v j) m) =
      (2 - 2 * Real.cos (waveNumber m)) * Complex.normSq (amplitude v m) := by
  -- a translation by one site multiplies the amplitude by a phase
  have shift : ∑ j, ZMod.stdAddChar (m * j) * (v (j + 1) : ℂ) =
      ZMod.stdAddChar (-m) * amplitude v m := by
    have e := Equiv.sum_comp (Equiv.addRight (1 : ZMod N))
      (fun j => ZMod.stdAddChar (-m) * (ZMod.stdAddChar (m * j) * (v j : ℂ)))
    simp only [Equiv.coe_addRight] at e
    rw [amplitude, Finset.mul_sum, ← e]
    refine Finset.sum_congr rfl fun j _ => ?_
    have hp : (ZMod.stdAddChar (m * j) : ℂ) =
        ZMod.stdAddChar (-m) * ZMod.stdAddChar (m * (j + 1)) := by
      rw [← AddChar.map_add_eq_mul, show -m + m * (j + 1) = m * j by ring]
    rw [hp, mul_assoc]
  have h : amplitude (fun j => v (j + 1) - v j) m =
      (ZMod.stdAddChar (-m) - 1) * amplitude v m := by
    rw [sub_mul, one_mul, ← shift]
    simp only [amplitude]
    rw [← Finset.sum_sub_distrib]
    refine Finset.sum_congr rfl fun j _ => ?_
    push_cast
    ring
  have hf : Complex.normSq (ZMod.stdAddChar (-m) - 1) =
      2 - 2 * Real.cos (waveNumber m) := by
    rw [AddChar.map_neg_eq_conj, Complex.normSq_apply]
    simp only [Complex.sub_re, Complex.sub_im, Complex.conj_re, Complex.conj_im,
      Complex.one_re, Complex.one_im]
    rw [character_eq_exp, Complex.exp_ofReal_mul_I_re, Complex.exp_ofReal_mul_I_im]
    linear_combination Real.sin_sq_add_cos_sq (waveNumber m)
  rw [h, Complex.normSq_mul, hf]

private theorem four_sin_sq (N : ℕ) :
    4 * Real.sin (π / N) ^ 2 = 2 - 2 * Real.cos (2 * π / N) := by
  rw [show 2 * π / (N : ℝ) = 2 * (π / N) by ring, Real.cos_two_mul]
  linear_combination 4 * Real.sin_sq_add_cos_sq (π / N)

private theorem cos_waveNumber_le {m : ZMod N} (hm : m ≠ 0) :
    Real.cos (waveNumber m) ≤ Real.cos (2 * π / N) := by
  have hN : (0 : ℝ) < N := by exact_mod_cast Nat.pos_of_ne_zero (NeZero.ne N)
  have h1 : (1 : ℝ) ≤ m.val := by
    exact_mod_cast Nat.one_le_iff_ne_zero.mpr fun h => hm ((ZMod.val_eq_zero m).mp h)
  have h2 : (m.val : ℝ) + 1 ≤ N := by exact_mod_cast Nat.succ_le_of_lt (ZMod.val_lt m)
  have ha : 0 < 2 * π / (N : ℝ) := by positivity
  have haN : 2 * π / (N : ℝ) * N = 2 * π := div_mul_cancel₀ _ hN.ne'
  rw [waveNumber, show 2 * π * (m.val : ℝ) / N = m.val * (2 * π / N) by ring]
  rcases le_total ((m.val : ℝ) * (2 * π / N)) π with h | h
  · exact Real.cos_le_cos_of_nonneg_of_le_pi ha.le h (by nlinarith)
  · rw [← Real.cos_two_pi_sub ((m.val : ℝ) * (2 * π / N))]
    exact Real.cos_le_cos_of_nonneg_of_le_pi ha.le (by linarith) (by nlinarith)

/-- Discrete Wirtinger inequality: for a fluctuation of zero sum, the summed squared
differences are at least `4 sin²(π/N)` times the summed squares. -/
theorem wirtinger (v : ZMod N → ℝ) (hv : ∑ i, v i = 0) :
    4 * Real.sin (π / N) ^ 2 * ∑ i, v i ^ 2 ≤ ∑ i, (v (i + 1) - v i) ^ 2 := by
  have hN : (0 : ℝ) < N := by exact_mod_cast Nat.pos_of_ne_zero (NeZero.ne N)
  -- conservation removes the uniform mode
  have h0 : amplitude v 0 = 0 := by
    have h : amplitude v 0 = ((∑ j, v j : ℝ) : ℂ) := by simp [amplitude]
    rw [h, hv, Complex.ofReal_zero]
  have key : ∑ m, 4 * Real.sin (π / N) ^ 2 * Complex.normSq (amplitude v m) ≤
      ∑ m, Complex.normSq (amplitude (fun j => v (j + 1) - v j) m) := by
    refine Finset.sum_le_sum fun m _ => ?_
    rw [difference_intensity]
    by_cases hm : m = 0
    · rw [hm, h0]
      simp
    · refine mul_le_mul_of_nonneg_right ?_ (Complex.normSq_nonneg _)
      rw [four_sin_sq]
      linarith [cos_waveNumber_le hm]
  rw [← Finset.mul_sum, parseval, parseval] at key
  refine le_of_mul_le_mul_left ?_ hN
  calc _ = 4 * Real.sin (π / N) ^ 2 * (N * ∑ i, v i ^ 2) := by ring
    _ ≤ _ := key

/-- On a ring of at least two sites the longest cosine wave conserves the total composition
and attains equality in the discrete Wirtinger inequality. -/
theorem softMode_extremal (hN : 2 ≤ N) :
    ∑ i : ZMod N, softMode i = 0 ∧
      ∑ i : ZMod N, (softMode (i + 1) - softMode i) ^ 2 =
        4 * Real.sin (π / N) ^ 2 * ∑ i : ZMod N, softMode i ^ 2 := by
  have : Fact (1 < N) := ⟨hN⟩
  have hs : ∀ j : ZMod N, softMode j = (ZMod.stdAddChar j : ℂ).re := fun j => by
    rw [character_eq_exp, Complex.exp_ofReal_mul_I_re, softMode]
  constructor
  · have h := orthogonality (1 : ZMod N)
    rw [if_neg one_ne_zero] at h
    simp only [mul_one] at h
    simp only [hs]
    rw [← Complex.re_sum, h, Complex.zero_re]
  · have h1 : (ZMod.stdAddChar (1 : ZMod N) : ℂ).re = Real.cos (2 * π / N) := by
      rw [← hs, softMode, waveNumber, ZMod.val_one, Nat.cast_one, mul_one]
    -- the cosine wave is an eigenvector of the sum over both neighbours
    have eig : ∀ i : ZMod N, softMode (i + 1) + softMode (i - 1) =
        2 * Real.cos (2 * π / N) * softMode i := fun i => by
      rw [hs, hs, hs, sub_eq_add_neg, AddChar.map_add_eq_mul, AddChar.map_add_eq_mul,
        AddChar.map_neg_eq_conj, Complex.mul_re, Complex.mul_re, Complex.conj_re,
        Complex.conj_im, h1]
      ring
    have e1 := Equiv.sum_comp (Equiv.addRight (1 : ZMod N))
      (fun i => softMode i * softMode (i - 1))
    simp only [Equiv.coe_addRight, add_sub_cancel_right] at e1
    have e2 := Equiv.sum_comp (Equiv.addRight (1 : ZMod N)) (fun i => softMode i ^ 2)
    simp only [Equiv.coe_addRight] at e2
    have e3 : ∑ i : ZMod N, softMode (i + 1) * softMode i +
        ∑ i : ZMod N, softMode i * softMode (i - 1) =
        2 * Real.cos (2 * π / N) * ∑ i : ZMod N, softMode i ^ 2 := by
      rw [← Finset.sum_add_distrib, Finset.mul_sum]
      refine Finset.sum_congr rfl fun i _ => ?_
      linear_combination softMode i * eig i
    have e4 : ∑ i : ZMod N, (softMode (i + 1) - softMode i) ^ 2 =
        ∑ i : ZMod N, softMode (i + 1) ^ 2 + ∑ i : ZMod N, softMode i ^ 2 -
          2 * ∑ i : ZMod N, softMode (i + 1) * softMode i := by
      rw [Finset.mul_sum, ← Finset.sum_add_distrib, ← Finset.sum_sub_distrib]
      exact Finset.sum_congr rfl fun i _ => by ring
    rw [e4, four_sin_sq]
    linear_combination e2 - e3 - e1

/-- For nonnegative stiffness, a ring of `N ≥ 2` sites is stable exactly when
`g + 8k sin²(π/N)` is nonnegative. -/
theorem stable_iff (hN : 2 ≤ N) {g k : ℝ} (hk : 0 ≤ k) :
    Stable N g k ↔ 0 ≤ g + 8 * k * Real.sin (π / N) ^ 2 := by
  constructor
  · intro h
    obtain ⟨hsum, hgrad⟩ := softMode_extremal hN
    have he := h softMode hsum
    rw [energyChange, hgrad] at he
    have hS : 0 < ∑ i : ZMod N, softMode i ^ 2 :=
      Finset.sum_pos' (fun i _ => sq_nonneg _)
        ⟨0, Finset.mem_univ _, by simp [softMode, waveNumber]⟩
    refine le_of_mul_le_mul_right ?_ hS
    rw [zero_mul]
    linear_combination 2 * he
  · intro h v hv
    have h1 := mul_le_mul_of_nonneg_left (wirtinger v hv) hk
    have h2 := mul_nonneg h (Finset.sum_nonneg fun i (_ : i ∈ Finset.univ) => sq_nonneg (v i))
    rw [energyChange]
    nlinarith [h1, h2]

/-- Shrinking preserves stability: at fixed `g` and `k ≥ 0`, if a ring of `N` sites is stable,
so is every ring of `M` sites with `2 ≤ M ≤ N`. -/
theorem stable_of_smaller {M : ℕ} [NeZero M] (hM : 2 ≤ M) (hMN : M ≤ N) {g k : ℝ}
    (hk : 0 ≤ k) (h : Stable N g k) : Stable M g k := by
  rw [stable_iff (hM.trans hMN) hk] at h
  rw [stable_iff hM hk]
  have hM' : (2 : ℝ) ≤ M := by exact_mod_cast hM
  have hMN' : (M : ℝ) ≤ N := by exact_mod_cast hMN
  have hx : 0 ≤ π / (N : ℝ) := by positivity
  have hxy : π / (N : ℝ) ≤ π / M :=
    div_le_div_of_nonneg_left Real.pi_pos.le (by linarith) hMN'
  have hy : π / (M : ℝ) ≤ π / 2 :=
    div_le_div_of_nonneg_left Real.pi_pos.le (by norm_num) hM'
  have hs := Real.sin_le_sin_of_le_of_le_pi_div_two (by linarith [Real.pi_pos]) hy hxy
  have h0 := Real.sin_nonneg_of_nonneg_of_le_pi hx (by linarith [Real.pi_pos])
  have hsq := mul_le_mul_of_nonneg_left (pow_le_pow_left₀ h0 hs 2) hk
  nlinarith [hsq]

/-- For `k ≥ 0`, a ring of `N ≥ 2` sites with `8π²k < -gN²` is unstable. -/
theorem unstable_of_large (hN : 2 ≤ N) {g k : ℝ} (hk : 0 ≤ k)
    (hlarge : 8 * π ^ 2 * k < -g * (N : ℝ) ^ 2) : ¬ Stable N g k := by
  rw [stable_iff hN hk]
  intro h
  have hN' : (2 : ℝ) ≤ N := by exact_mod_cast hN
  have hpos : (0 : ℝ) < N := by linarith
  have hx : 0 ≤ π / (N : ℝ) := by positivity
  have h0 := Real.sin_nonneg_of_nonneg_of_le_pi hx
    (div_le_self Real.pi_pos.le (by linarith))
  -- the sine is bounded by its argument
  have hs : Real.sin (π / N) * N ≤ π := (le_div_iff₀ hpos).mp (Real.sin_le hx)
  have hsq := mul_le_mul_of_nonneg_left
    (pow_le_pow_left₀ (mul_nonneg h0 hpos.le) hs 2) hk
  have hm := mul_nonneg h (sq_nonneg (N : ℝ))
  nlinarith [hsq, hm]

end

end SpinodalRing
```

```lean
#print axioms SpinodalRing.stable_iff
#print axioms SpinodalRing.stable_of_smaller
#print axioms SpinodalRing.unstable_of_large
```

```
'SpinodalRing.stable_iff' depends on axioms: [propext, Classical.choice, Quot.sound]
'SpinodalRing.stable_of_smaller' depends on axioms: [propext, Classical.choice, Quot.sound]
'SpinodalRing.unstable_of_large' depends on axioms: [propext, Classical.choice, Quot.sound]
```

`orthogonality` states the value of the geometric sum and obtains it from Mathlib's `AddChar.sum_mulShift` for primitive characters. `parseval` expands the squared amplitudes, exchanges the sums and keeps the diagonal term. `difference_intensity` relabels the sites through `Equiv.sum_comp` and computes \(|e^{-iq_m}-1|^2\). `cos_waveNumber_le` splits at \(\pi\), as above, and `wirtinger` compares the intensities mode by mode.

`softMode_extremal` proves the zero sum and the equality for the cosine wave; its step `eig` is the neighbour relation. In `stable_iff`, one direction inserts `softMode` and cancels the positive factor \(S\), and the other multiplies `wirtinger` by `k`. `stable_of_smaller` and `unstable_of_large` add the two sine estimates.

## A quadratic ring and a real particle

The equivalence is exact for real numbers at every \(N\ge2\), with no continuum limit. It concerns the sign of an energy, so it gives neither growth rates nor the stability of a time-stepping scheme, and rounding can change the computed sign close to the threshold.

`stable_of_smaller` holds \(g\) and \(k\) fixed. In the phase-field code that means removing sites at constant \(h\); refining the grid at constant length changes both parameters.

The theorem does not show that a small solid particle made of a mixture behaves like this ring. Such a particle has surfaces, three dimensions and often elastic strain, and its full free energy may favour a large, finite separation even where the quadratic form is positive.
